# Squared overlaps of a shifted LO mode with the TO modes for a rank-one field term

Q: In a polar insulator, a long-wavelength longitudinal vibration that carries a dipole sets up a macroscopic electric field, and the field stiffens the vibration. I diagonalise the dynamical matrix once without the field and once with it. With several polar modes, the LO eigenvectors can be mixtures of the TO ones. Which TO mode does a given LO mode come from, and can a statement about matrices answer that?

A: It answers with weights, not with a one-to-one pairing. Let D be the mass-weighted dynamical matrix without the field, with orthonormal eigenvectors e_s and squared frequencies t_s. I call all of these TO modes. In a bulk three-dimensional insulator, as the wavevector goes to zero along a fixed direction, the field adds c z zᵀ. The vector z holds the Born effective charges projected on that direction and divided by the square roots of the masses; c is inversely proportional to the cell volume and to the electronic dielectric constant along that direction. Write ⟨x,y⟩ for the sum of x_i y_i over the coordinates i. A normalised LO mode f with squared frequency l satisfies

D f + c ⟨z,f⟩ z = l f.

Take the inner product with e_s. Since D is symmetric, ⟨e_s, D f⟩ = ⟨D e_s, f⟩ = t_s ⟨e_s,f⟩, and so

(l − t_s) ⟨e_s,f⟩ = c ⟨z,f⟩ ⟨e_s,z⟩.

If l differs from every t_s, we may divide:

⟨e_s,f⟩ = c ⟨z,f⟩ · ⟨e_s,z⟩/(l − t_s).

The factor c ⟨z,f⟩ is the same for all s.

Q: But it contains f, which is what you want to know.

A: The norm of f removes it. The modes are complete, so the squared amplitudes add up to 1:

1 = Σ_s ⟨e_s,f⟩² = (c ⟨z,f⟩)² S, where S = Σ_r (⟨e_r,z⟩/(l − t_r))².

Hence S is not zero, and as a sum of squares it is positive. Squaring the amplitude and inserting (c ⟨z,f⟩)² = 1/S gives

⟨e_s,f⟩² = (⟨e_s,z⟩/(l − t_s))² / S.

What counts is the ratio of a TO mode's polarity along the chosen direction, ⟨e_s,z⟩, to the distance l − t_s. A mode with ⟨e_s,z⟩ = 0 has no weight in f, however close its squared frequency lies to l.

Q: Now the formal version. What is a crystal there?

A: A finite set of coordinates, the type `n`; for a primitive cell these are pairs of an atom and a Cartesian direction.

In Lean 4 with Mathlib:

```lean
import Mathlib

open Matrix

namespace LOTOCorrespondence

noncomputable section

variable {n : Type*} [Fintype n] [DecidableEq n]
```

The TO modes are a family `e`, where `e s i` is component i of mode s.

```lean
/-- The vectors `e s` are orthonormal modes of the dynamical matrix `D` with squared
frequencies `t s`, one mode for each coordinate. -/
structure IsModeBasis (D : Matrix n n ℝ) (e : n → n → ℝ) (t : n → ℝ) : Prop where
  orthonormal : ∀ r s, e r ⬝ᵥ e s = if r = s then 1 else 0
  eigen : ∀ s, D *ᵥ e s = t s • e s
```

Q: I see orthonormality and the eigenvalue equation, but no completeness.

A: The modes carry the same index type as the coordinates, so there are exactly as many of them as dimensions, and completeness follows. Degenerate values are allowed, and so are negative ones, as for an unstable mode. The existence of such a basis is assumed here; for a real symmetric D the spectral theorem supplies it.

```lean
/-- The dynamical matrix with the rank-one term `c z zᵀ` of the macroscopic field added. -/
def loMatrix (D : Matrix n n ℝ) (c : ℝ) (z : n → ℝ) : Matrix n n ℝ :=
  D + c • vecMulVec z z
```

This is D + c z zᵀ, with `vecMulVec z z` for the outer product. The rank-one form is put in as a model and not derived from electrostatics. In the crystal c is positive, but the theorems allow any real c.

```lean
/-- The superposition of the modes `e s` with amplitudes `⟨e s, z⟩ / (l - t s)`. -/
def loMode (e : n → n → ℝ) (t : n → ℝ) (z : n → ℝ) (l : ℝ) : n → ℝ :=
  ∑ s, ((e s ⬝ᵥ z) / (l - t s)) • e s
```

`loMode` is a candidate LO vector built from TO data and l alone. It is not normalised: when the modes are orthonormal, its squared length is S.

Q: So what exactly does the main theorem, `lo_to_overlap_sq`, claim?

A: Suppose D is symmetric, `e` and `t` form a mode basis, f is an eigenvector of `loMatrix D c z` with eigenvalue l, `f ⬝ᵥ f = 1`, and l differs from every `t s`. Then S is positive, and the overlap formula holds for every s. The symbol `⬝ᵥ` is the real dot product, and `*ᵥ` applies a matrix to a vector.

Q: The condition on l worries me. Many modes don't move when the field is switched on.

A: Those are left out. A TO mode with ⟨e_s,z⟩ = 0 stays an eigenvector at its old t_s, and so does any combination of degenerate TO modes that is orthogonal to z. Also left out is a mode that carries a field but happens to land on the frequency of an uncoupled TO mode. The theorem concerns modes whose squared frequency coincides with no TO value. It also treats one wavevector direction at a time, in the harmonic approximation, with real vectors. Within those limits, the formula lets you label the zone-centre LO modes of a phonon calculation by their TO content. For degenerate TO modes the single weights depend on which eigenvectors are chosen inside the degenerate set; only their sum is independent of that choice.

Q: Then take me through the proof.

A: The first lemma writes out the action of the field term, which gives the first equation above.

```lean
variable {D : Matrix n n ℝ} {e : n → n → ℝ} {t z f : n → ℝ} {c l : ℝ}

omit [DecidableEq n] in
/-- The matrix with the field term acts on `f` as `D` does, plus the vector `c ⟨z, f⟩ z`. -/
theorem loMatrix_mulVec (D : Matrix n n ℝ) (c : ℝ) (z f : n → ℝ) :
    loMatrix D c z *ᵥ f = D *ᵥ f + (c * (z ⬝ᵥ f)) • z := by
  ext i
  simp only [loMatrix, Matrix.mulVec, dotProduct, Matrix.add_apply, Matrix.smul_apply,
    Matrix.vecMulVec_apply, Pi.add_apply, Pi.smul_apply, smul_eq_mul, add_mul,
    Finset.sum_add_distrib, Finset.mul_sum, Finset.sum_mul]
  congr 1
  refine Finset.sum_congr rfl fun j _ => ?_
  ring
```

Next comes completeness. With the modes as rows of a matrix, orthonormality says that the matrix times its transpose is 1. For a square matrix the reversed product is then 1 as well, which is the step `mul_eq_one_comm`, and this yields the expansion of any displacement in modes.

```lean
/-- Every displacement is the sum of its projections on the modes. -/
theorem mode_expansion (h : IsModeBasis D e t) (x : n → ℝ) :
    ∑ s, (e s ⬝ᵥ x) • e s = x := by
  have h1 : Matrix.of e * (Matrix.of e)ᵀ = 1 := by
    ext r s
    rw [Matrix.one_apply]
    exact h.orthonormal r s
  -- for a square matrix, orthonormal rows imply orthonormal columns
  have h2 : (Matrix.of e)ᵀ * Matrix.of e = 1 := mul_eq_one_comm.mp h1
  have h3 : (Matrix.of e)ᵀ *ᵥ (Matrix.of e *ᵥ x) = x := by
    rw [Matrix.mulVec_mulVec, h2, Matrix.one_mulVec]
  ext i
  have hi : ∑ s, e s i * (e s ⬝ᵥ x) = x i := congrFun h3 i
  rw [Finset.sum_apply]
  refine Eq.trans (Finset.sum_congr rfl fun s _ => ?_) hi
  rw [Pi.smul_apply, smul_eq_mul, mul_comm]
```

Parseval's identity follows by expanding one vector and exchanging the two sums.

```lean
/-- Parseval's identity: the inner product of two displacements is the sum of the products
of their mode amplitudes. -/
theorem parseval (h : IsModeBasis D e t) (x y : n → ℝ) :
    ∑ s, (e s ⬝ᵥ x) * (e s ⬝ᵥ y) = x ⬝ᵥ y := by
  have hx : ∀ i, ∑ s, (e s ⬝ᵥ x) * e s i = x i := fun i => by
    have hi := congrFun (mode_expansion h x) i
    rw [Finset.sum_apply] at hi
    exact hi
  symm
  calc x ⬝ᵥ y = ∑ i, (∑ s, (e s ⬝ᵥ x) * e s i) * y i :=
        Finset.sum_congr rfl fun i _ => by rw [hx i]
    _ = ∑ s, (e s ⬝ᵥ x) * (e s ⬝ᵥ y) := by
        simp only [Finset.sum_mul]
        rw [Finset.sum_comm]
        refine Finset.sum_congr rfl fun s _ => ?_
        change _ = (e s ⬝ᵥ x) * ∑ i, e s i * y i
        rw [Finset.mul_sum]
        exact Finset.sum_congr rfl fun i _ => mul_assoc _ _ _
```

Q: And the projection on e_s?

A: That is `lo_amplitude`. Its step `hDf` moves D onto the TO mode by symmetry, `h1` is the LO equation projected on e_s, and `eq_div_iff` is the division by l − t_s. For this single amplitude, l only has to differ from that one t_s.

```lean
/-- If the squared frequency `l` of an LO mode `f` differs from `t s`, the amplitude of the TO mode
`e s` in `f` is `⟨e s, z⟩ / (l - t s)` times a factor common to all `s`. -/
theorem lo_amplitude (hD : D.IsSymm) (h : IsModeBasis D e t)
    (hf : loMatrix D c z *ᵥ f = l • f) (s : n) (hl : l ≠ t s) :
    e s ⬝ᵥ f = c * (z ⬝ᵥ f) * ((e s ⬝ᵥ z) / (l - t s)) := by
  -- symmetry lets D act on the TO mode
  have hDf : e s ⬝ᵥ (D *ᵥ f) = t s * (e s ⬝ᵥ f) := by
    rw [Matrix.dotProduct_mulVec, ← Matrix.mulVec_transpose, hD.eq, h.eigen s,
      smul_dotProduct, smul_eq_mul]
  have h1 := congrArg (fun v => e s ⬝ᵥ v) hf
  simp only [loMatrix_mulVec, dotProduct_add, dotProduct_smul, smul_eq_mul, hDf] at h1
  rw [← mul_div_assoc, eq_div_iff (sub_ne_zero.mpr hl)]
  linear_combination -h1
```

Putting the amplitudes into Parseval's identity for f with itself gives (c ⟨z,f⟩)² S = 1.

```lean
/-- If the squared frequency of an LO mode `f` differs from all TO values, normalisation of `f`
fixes the square of the common factor `c ⟨z, f⟩`. -/
theorem lo_normalisation (hD : D.IsSymm) (h : IsModeBasis D e t)
    (hf : loMatrix D c z *ᵥ f = l • f) (hf1 : f ⬝ᵥ f = 1) (hl : ∀ s, l ≠ t s) :
    (c * (z ⬝ᵥ f)) ^ 2 * ∑ s, ((e s ⬝ᵥ z) / (l - t s)) ^ 2 = 1 := by
  refine Eq.trans ?_ ((parseval h f f).trans hf1)
  rw [Finset.mul_sum]
  refine Finset.sum_congr rfl fun s _ => ?_
  rw [lo_amplitude hD h hf s (hl s)]
  ring
```

The main theorem first excludes S = 0, which would turn that equation into 0 = 1. It then squares the amplitude and uses the normalisation, in the closing `linear_combination`.

```lean
/-- LO-TO mode correspondence: if the squared frequency `l` of a normalised LO mode `f` differs from
all TO values, the squared overlap of `f` with the TO mode `e s` is `(⟨e s, z⟩ / (l - t s))²`
divided by the sum of these terms over all TO modes, and that sum is positive. -/
theorem lo_to_overlap_sq (hD : D.IsSymm) (h : IsModeBasis D e t)
    (hf : loMatrix D c z *ᵥ f = l • f) (hf1 : f ⬝ᵥ f = 1) (hl : ∀ s, l ≠ t s) :
    0 < ∑ r, ((e r ⬝ᵥ z) / (l - t r)) ^ 2 ∧
    ∀ s, (e s ⬝ᵥ f) ^ 2 =
      ((e s ⬝ᵥ z) / (l - t s)) ^ 2 / ∑ r, ((e r ⬝ᵥ z) / (l - t r)) ^ 2 := by
  have hN := lo_normalisation hD h hf hf1 hl
  have hS : 0 < ∑ r, ((e r ⬝ᵥ z) / (l - t r)) ^ 2 := by
    refine lt_of_le_of_ne (Finset.sum_nonneg fun r _ => sq_nonneg _) fun h0 => ?_
    rw [← h0, mul_zero] at hN
    exact zero_ne_one hN
  refine ⟨hS, fun s => ?_⟩
  rw [eq_div_iff hS.ne', lo_amplitude hD h hf s (hl s)]
  linear_combination ((e s ⬝ᵥ z) / (l - t s)) ^ 2 * hN
```

Q: The formula needs l. Where do I get it without diagonalising again?

A: From a neighbouring result that the same amplitudes give. Multiply the amplitude by ⟨e_s,z⟩ and sum over s. The left side becomes ⟨z,f⟩, so

⟨z,f⟩ = ⟨z,f⟩ · c Σ_s ⟨e_s,z⟩²/(l − t_s).

The normalisation shows that ⟨z,f⟩ is not zero, and cancelling it leaves the secular equation

c Σ_s ⟨e_s,z⟩²/(l − t_s) = 1.

```lean
/-- The squared frequency `l` of a normalised LO mode, if it differs from all TO values,
solves the secular equation `c ∑ ⟨e s, z⟩² / (l - t s) = 1`. -/
theorem lo_secular (hD : D.IsSymm) (h : IsModeBasis D e t)
    (hf : loMatrix D c z *ᵥ f = l • f) (hf1 : f ⬝ᵥ f = 1) (hl : ∀ s, l ≠ t s) :
    c * ∑ s, (e s ⬝ᵥ z) ^ 2 / (l - t s) = 1 := by
  have hN := lo_normalisation hD h hf hf1 hl
  have hz : z ⬝ᵥ f ≠ 0 := fun h0 => by
    rw [h0] at hN
    norm_num at hN
  -- expand ⟨z, f⟩ in TO modes and insert the amplitudes
  have hp : (z ⬝ᵥ f) * (c * ∑ s, (e s ⬝ᵥ z) ^ 2 / (l - t s)) = z ⬝ᵥ f := by
    refine Eq.trans ?_ (parseval h z f)
    rw [Finset.mul_sum, Finset.mul_sum]
    refine Finset.sum_congr rfl fun s _ => ?_
    rw [lo_amplitude hD h hf s (hl s)]
    ring
  exact mul_left_cancel₀ hz (hp.trans (mul_one _).symm)
```

Q: Does every root belong to a real LO mode?

A: Every root that differs from all t_s does. Let g be the vector `loMode e t z l`. The secular equation says c ⟨z,g⟩ = 1, so g is not zero, and the field term acting on g is just z. Expanding z in modes gives

D g + z = Σ_s (t_s/(l − t_s) + 1) ⟨e_s,z⟩ e_s = l g,

because the bracket equals l/(l − t_s). In the code, `hzg` is the first statement, `hDg` is the action of D, and the final `calc` compares the amplitudes. Dividing g by √S gives the normalised mode.

```lean
/-- Conversely, each solution `l` of the secular equation that differs from all TO values
has the nonzero vector `loMode e t z l` as an LO mode. -/
theorem loMode_of_secular (h : IsModeBasis D e t) (hl : ∀ s, l ≠ t s)
    (hsec : c * ∑ s, (e s ⬝ᵥ z) ^ 2 / (l - t s) = 1) :
    loMode e t z l ≠ 0 ∧ loMatrix D c z *ᵥ loMode e t z l = l • loMode e t z l := by
  have hzg : c * (z ⬝ᵥ loMode e t z l) = 1 := by
    rw [← hsec, loMode, dotProduct_sum]
    congr 1
    refine Finset.sum_congr rfl fun s _ => ?_
    rw [dotProduct_smul, smul_eq_mul, dotProduct_comm z (e s)]
    ring
  have hDg : D *ᵥ loMode e t z l = ∑ s, ((e s ⬝ᵥ z) / (l - t s) * t s) • e s := by
    rw [loMode, ← Matrix.mulVecLin_apply, map_sum]
    refine Finset.sum_congr rfl fun s _ => ?_
    rw [map_smul, Matrix.mulVecLin_apply, h.eigen s, smul_smul]
  refine ⟨fun h0 => ?_, ?_⟩
  · rw [h0, dotProduct_zero, mul_zero] at hzg
    exact zero_ne_one hzg
  · rw [loMatrix_mulVec, hzg, one_smul, hDg]
    -- expand the field term z in TO modes and compare amplitudes
    calc _ = ∑ s, ((e s ⬝ᵥ z) / (l - t s) * t s) • e s + ∑ s, (e s ⬝ᵥ z) • e s := by
          rw [mode_expansion h z]
      _ = l • loMode e t z l := by
          rw [loMode, ← Finset.sum_add_distrib, Finset.smul_sum]
          refine Finset.sum_congr rfl fun s _ => ?_
          rw [smul_smul, ← add_smul]
          congr 1
          have hc := div_mul_cancel₀ (e s ⬝ᵥ z) (sub_ne_zero.mpr (hl s))
          linear_combination -hc
```

Q: Give me numbers.

A: Here is a toy model with two coordinates and arbitrary units, not a full crystal cell. Take two TO modes along the coordinate axes with squared frequencies 1 and 8, z = (1, 1) and c = 12. The vector f = (3/5, 4/5) is a normalised LO mode with l = 29. The terms of S are (1/28)² and (1/21)², and their shares are 9/25 and 16/25, which are the squares of the components of f. The upper TO mode dominates, but the lower one contributes more than a third, so a strict pairing would hide a good deal of mixing. The last theorem checks that this example meets every hypothesis of the overlap formula, by going through the components.

```lean
/-- Two TO modes with squared frequencies 1 and 8, coupled with `c = 12` and `z = (1, 1)`,
have the normalised LO mode `(3/5, 4/5)` with squared frequency 29. -/
theorem lo_to_overlap_sq_witness :
    (!![1, 0; 0, 8] : Matrix (Fin 2) (Fin 2) ℝ).IsSymm ∧
    IsModeBasis (!![1, 0; 0, 8] : Matrix (Fin 2) (Fin 2) ℝ) ![![1, 0], ![0, 1]] ![1, 8] ∧
    loMatrix !![1, 0; 0, 8] 12 ![1, 1] *ᵥ ![3 / 5, 4 / 5] =
      (29 : ℝ) • (![3 / 5, 4 / 5] : Fin 2 → ℝ) ∧
    (![3 / 5, 4 / 5] : Fin 2 → ℝ) ⬝ᵥ ![3 / 5, 4 / 5] = 1 ∧
    ∀ s, (29 : ℝ) ≠ (![1, 8] : Fin 2 → ℝ) s := by
  refine ⟨?_, ⟨?_, ?_⟩, ?_, ?_, ?_⟩
  · refine Matrix.IsSymm.ext fun i j => ?_
    fin_cases i <;> fin_cases j <;> simp
  · intro r s
    fin_cases r <;> fin_cases s <;> simp [dotProduct, Fin.sum_univ_two]
  · intro s
    ext i
    fin_cases s <;> fin_cases i <;> simp [Matrix.mulVec, dotProduct, Fin.sum_univ_two]
  · rw [loMatrix_mulVec]
    ext i
    fin_cases i <;> simp [dotProduct, Fin.sum_univ_two] <;> norm_num
  · simp [dotProduct, Fin.sum_univ_two]
    norm_num
  · intro s
    fin_cases s <;> norm_num

end

end LOTOCorrespondence
```

```lean
#print axioms LOTOCorrespondence.lo_to_overlap_sq
#print axioms LOTOCorrespondence.lo_secular
#print axioms LOTOCorrespondence.loMode_of_secular
```

```
'LOTOCorrespondence.lo_to_overlap_sq' depends on axioms: [propext, Classical.choice, Quot.sound]
'LOTOCorrespondence.lo_secular' depends on axioms: [propext, Classical.choice, Quot.sound]
'LOTOCorrespondence.loMode_of_secular' depends on axioms: [propext, Classical.choice, Quot.sound]
```
